# Thouless theorem for orbital matrices: \([1;t]\) spans the space of \([C_o;C_v]\) exactly when \(\det C_o\neq 0\) and \(t=C_vC_o^{-1}\)

A Slater determinant is represented here by its matrix of orbital coefficients, not by a vector in Fock space. Its occupied space is the span of the columns of that matrix, and its expansion coefficients are the minors obtained by choosing \(N\) rows, where \(N\) is the number of occupied orbitals. With this choice, the theorem becomes a statement about finite complex matrices.

## Amplitudes and minors from the two blocks

Let \(o\) label the \(N\) spin orbitals occupied in a reference determinant, and let \(v\) label the virtual ones. A second set of \(N\) orbitals, expanded in this basis, has the coefficient matrix

\[
C=\begin{bmatrix} C_o\\ C_v\end{bmatrix},
\]

where \(C_o\) is \(N\times N\) and each column is one orbital. The reference orbitals themselves are \([1;0]\), with the semicolon separating the upper block from the lower one.

A matrix \(t\), with virtual rows and occupied columns, such that \([1;t]\) and \(C\) have the same column span exists if and only if \(\det C_o\neq 0\). It is then unique:

\[
t=C_vC_o^{-1}.
\]

With

\[
T=\begin{bmatrix}0&0\\ t&0\end{bmatrix},\qquad e^{T}\begin{bmatrix}1\\0\end{bmatrix}=\begin{bmatrix}1\\t\end{bmatrix},
\]

every \(N\)-row minor of \(C\) equals \(\det C_o\) times the same minor of \([1;t]\).

The minor of \(C\) on the reference rows is \(\det C_o\). In an orthonormal basis this is the overlap of the reference determinant with the determinant built from \(C\), so the condition \(\det C_o\neq 0\) says that the two are not orthogonal.

## Extracting singles amplitudes from a coefficient matrix

A code that stores a determinant as a coefficient matrix may need its single-excitation amplitudes relative to another determinant, for instance to write it, up to a factor, as the determinant of the orbitals obtained by applying \(e^{T}\) to each orbital of that reference. When \(C\) is written in the occupied and virtual orbitals of the reference and \(\det C_o\neq 0\), solving \(tC_o=C_v\) gives these amplitudes, and the only other information needed to recover the expansion coefficients is the common factor \(\det C_o\).

For fixed reference and virtual orbitals, the amplitudes depend on the occupied space of \(C\) and not on a particular set of orbitals in it. If the columns of \(C\) are mixed by an invertible matrix \(B\), then \(C_o\) and \(C_v\) become \(C_oB\) and \(C_vB\), and \(C_vB(C_oB)^{-1}=C_vC_o^{-1}\) is unchanged.

## From equal spans to proportional determinants

**The exponential.** Block multiplication gives

\[
T^2=\begin{bmatrix}0&0\\ t&0\end{bmatrix}\begin{bmatrix}0&0\\ t&0\end{bmatrix}=0 .
\]

All powers from the second onwards vanish, so \(e^T=1+T\). Acting on the reference orbitals,

\[
(1+T)\begin{bmatrix}1\\0\end{bmatrix}=\begin{bmatrix}1\\0\end{bmatrix}+\begin{bmatrix}0\\t\end{bmatrix}=\begin{bmatrix}1\\t\end{bmatrix}.
\]

**Equal spans force \(C_o\) to be invertible.** Suppose that \([1;t]\) and \(C\) have the same column span. For any \(x\in\mathbb C^N\), the vector \([1;t]x=[x;tx]\) lies in the span of \(C\), so there is a \(y\) with \(Cy=[x;tx]\). The upper block reads \(C_oy=x\). Since \(x\) was arbitrary, the square matrix \(C_o\) is surjective and hence invertible.

**Equal spans fix \(t\).** For any \(y\), the vector \(Cy=[C_oy;C_vy]\) lies in the span of \([1;t]\), so it equals \([x;tx]\) for some \(x\). The upper block gives \(x=C_oy\), and the lower block then gives \(tC_oy=C_vy\). As this holds for every \(y\), we have \(tC_o=C_v\), and therefore \(t=C_vC_o^{-1}\).

**The converse.** Let \(\det C_o\neq 0\) and set \(t=C_vC_o^{-1}\). Then

\[
\begin{bmatrix}1\\t\end{bmatrix}C_o=\begin{bmatrix}C_o\\ C_vC_o^{-1}C_o\end{bmatrix}=C .
\]

Every \(Cy\) equals \([1;t](C_oy)\), and every \([1;t]x\) equals \(C(C_o^{-1}x)\), so the two spans agree. The columns of \(C\) need not be assumed independent: if \(Cy=0\), then \(C_oy=0\) and \(y=0\).

**The minors.** Let \(r\) choose a row \(r(k)\) for each \(k\in o\), and write \(A_r\) for the square matrix of the chosen rows of \(A\). For a square matrix \(B\),

\[
\bigl((AB)_r\bigr)_{kj}=\sum_{l\in o}A_{r(k)\,l}B_{lj}=(A_rB)_{kj},
\]

so \(\det (AB)_r=\det B\,\det A_r\). Taking \(A=[1;t]\) and \(B=C_o\) gives the common factor \(\det C_o\).

**Single excitations.** Choose the reference rows, but put virtual row \(a\) in the place of occupied row \(i\). The selected rows of \([1;t]\) form the unit matrix with row \(i\) replaced by \((t_{aj})_{j\in o}\). Subtracting \(t_{ak}\) times row \(k\) from row \(i\), for each \(k\neq i\), leaves a diagonal matrix with determinant \(t_{ai}\). The corresponding minor of \(C\) is therefore \(\det C_o\,t_{ai}\).

**Virtual orbitals only.** Take as many virtual orbitals as occupied ones, with \(N\geq 1\), and let \(C=[0;1]\). Its columns are independent, but \(\det C_o=0\), so no \([1;t]\) has the same span. Independent columns alone do not guarantee that \(t\) exists.

## Lean file for the complex orbital matrices

```lean
import Mathlib

open Matrix

namespace ThoulessOrbitalMatrices

noncomputable section

variable {o v : Type*} [Fintype o] [DecidableEq o]

/-- The occupied space: all linear combinations of the columns of the orbital matrix `C`. -/
def occSpace (C : Matrix (o ⊕ v) o ℂ) : Submodule ℂ (o ⊕ v → ℂ) :=
  LinearMap.range C.mulVecLin

/-- The expansion coefficient of the Slater determinant of `C` on the basis orbitals listed
by `r`: the minor of `C` with rows `r`. -/
def slaterCoeff (C : Matrix (o ⊕ v) o ℂ) (r : o → o ⊕ v) : ℂ :=
  (C.submatrix r id).det

/-- The reference orbitals `[1; 0]`. -/
def refOrbitals : Matrix (o ⊕ v) o ℂ := fromRows 1 0

/-- The orbitals `[1; t]`: each reference orbital with an admixture of virtual orbitals. -/
def thoulessOrbitals (t : Matrix v o ℂ) : Matrix (o ⊕ v) o ℂ := fromRows 1 t

/-- The one-particle matrix of the single-excitation operator with amplitudes `t`. -/
def excitation (t : Matrix v o ℂ) : Matrix (o ⊕ v) (o ⊕ v) ℂ := fromBlocks 0 0 t 0

/-- The exponential of the single-excitation matrix stops after the linear term. -/
theorem exp_excitation [Fintype v] [DecidableEq v] (t : Matrix v o ℂ) :
    NormedSpace.exp (excitation t) = 1 + excitation t := by
  -- exciting twice gives zero
  have hsq : excitation t ^ 2 = 0 := by
    rw [pow_two]
    simp [excitation, Matrix.fromBlocks_multiply]
  rw [congrFun (NormedSpace.exp_eq_tsum ℂ) (excitation t),
    tsum_eq_sum (s := Finset.range 2)]
  · simp [Finset.sum_range_succ]
  · intro n hn
    have h2 : 2 ≤ n := by
      have h1 := Finset.mem_range.not.1 hn
      omega
    rw [pow_eq_zero_of_le h2 hsq, smul_zero]

/-- The exponential of the single-excitation matrix turns the reference orbitals
into `[1; t]`. -/
theorem exp_mul_refOrbitals [Fintype v] [DecidableEq v] (t : Matrix v o ℂ) :
    NormedSpace.exp (excitation t) * (refOrbitals : Matrix (o ⊕ v) o ℂ) =
      thoulessOrbitals t := by
  rw [exp_excitation, Matrix.add_mul, Matrix.one_mul]
  ext i j
  rcases i with i | i <;>
    simp [excitation, refOrbitals, thoulessOrbitals, Matrix.mul_apply, Matrix.one_apply,
      Fintype.sum_sum_type]

/-- Mixing the occupied orbitals among themselves by `B` multiplies every coefficient of the
Slater determinant by `det B`. -/
theorem slaterCoeff_mul (A : Matrix (o ⊕ v) o ℂ) (B : Matrix o o ℂ) (r : o → o ⊕ v) :
    slaterCoeff (A * B) r = B.det * slaterCoeff A r := by
  have h : (A * B).submatrix r id = A.submatrix r id * B := by
    ext i j
    simp [Matrix.mul_apply]
  rw [slaterCoeff, h, Matrix.det_mul, mul_comm, slaterCoeff]

/-- If `Co` is invertible, the orbitals `[Co; Cv]` are the orbitals `[1; Cv Co⁻¹]` mixed among
themselves by `Co`. -/
theorem orbitals_factor (Co : Matrix o o ℂ) (Cv : Matrix v o ℂ) (hd : Co.det ≠ 0) :
    fromRows Co Cv = thoulessOrbitals (Cv * Co⁻¹) * Co := by
  rw [thoulessOrbitals, Matrix.fromRows_mul, Matrix.one_mul, Matrix.mul_assoc,
    Matrix.nonsing_inv_mul _ (isUnit_iff_ne_zero.2 hd), Matrix.mul_one]

/-- The orbitals `[1; t]` and `[Co; Cv]` span the same occupied space exactly when `det Co` is
nonzero and `t = Cv Co⁻¹`. -/
theorem occSpace_eq_iff (Co : Matrix o o ℂ) (Cv t : Matrix v o ℂ) :
    occSpace (thoulessOrbitals t) = occSpace (fromRows Co Cv) ↔
      Co.det ≠ 0 ∧ t = Cv * Co⁻¹ := by
  constructor
  · intro h
    -- the upper block shows that `Co` reaches every vector
    have hs : Function.Surjective Co.mulVec := by
      intro x
      have hx : thoulessOrbitals t *ᵥ x ∈ occSpace (fromRows Co Cv) := by
        rw [← h]
        exact ⟨x, rfl⟩
      obtain ⟨y, hy⟩ := hx
      refine ⟨y, ?_⟩
      funext i
      simpa [thoulessOrbitals, Matrix.fromRows_mulVec] using congrFun hy (Sum.inl i)
    have hu : IsUnit Co.det :=
      (Matrix.isUnit_iff_isUnit_det Co).1 (Matrix.mulVec_surjective_iff_isUnit.1 hs)
    -- the lower block then fixes `t`
    have key : ∀ y, (t * Co) *ᵥ y = Cv *ᵥ y := by
      intro y
      have hy : fromRows Co Cv *ᵥ y ∈ occSpace (thoulessOrbitals t) := by
        rw [h]
        exact ⟨y, rfl⟩
      obtain ⟨x, hx⟩ := hy
      have h1 : x = Co *ᵥ y := by
        funext i
        simpa [thoulessOrbitals, Matrix.fromRows_mulVec] using congrFun hx (Sum.inl i)
      have h2 : t *ᵥ x = Cv *ᵥ y := by
        funext a
        simpa [thoulessOrbitals, Matrix.fromRows_mulVec] using congrFun hx (Sum.inr a)
      rw [← Matrix.mulVec_mulVec, ← h1, h2]
    have ht : t * Co = Cv := by
      ext a j
      simpa [Matrix.mulVec_single_one] using congrFun (key (Pi.single j 1)) a
    refine ⟨hu.ne_zero, ?_⟩
    rw [← ht, Matrix.mul_assoc, Matrix.mul_nonsing_inv _ hu, Matrix.mul_one]
  · rintro ⟨hd, rfl⟩
    have hu : IsUnit Co.det := isUnit_iff_ne_zero.2 hd
    rw [orbitals_factor Co Cv hd]
    -- an invertible mixing of the columns keeps their span
    apply le_antisymm
    · rintro _ ⟨x, rfl⟩
      refine ⟨Co⁻¹ *ᵥ x, ?_⟩
      simp only [Matrix.mulVecLin_apply, Matrix.mulVec_mulVec]
      rw [Matrix.mul_assoc, Matrix.mul_nonsing_inv _ hu, Matrix.mul_one]
    · rintro _ ⟨y, rfl⟩
      refine ⟨Co *ᵥ y, ?_⟩
      simp only [Matrix.mulVecLin_apply, Matrix.mulVec_mulVec]

/-- **Thouless theorem** for orbital matrices. Orbitals `[1; t]` with the occupied space of
`[Co; Cv]` exist iff `det Co` is nonzero; then `t = Cv Co⁻¹`, and the Slater determinant of
`[Co; Cv]` is `det Co` times that of the exponentially transformed reference orbitals. -/
theorem thouless_theorem [Fintype v] [DecidableEq v]
    (Co : Matrix o o ℂ) (Cv : Matrix v o ℂ) :
    ((∃ t, occSpace (thoulessOrbitals t) = occSpace (fromRows Co Cv)) ↔ Co.det ≠ 0) ∧
    ∀ t, occSpace (thoulessOrbitals t) = occSpace (fromRows Co Cv) →
      t = Cv * Co⁻¹ ∧
      ∀ r, slaterCoeff (fromRows Co Cv) r =
        Co.det * slaterCoeff
          (NormedSpace.exp (excitation t) * (refOrbitals : Matrix (o ⊕ v) o ℂ)) r := by
  refine ⟨⟨?_, ?_⟩, ?_⟩
  · rintro ⟨t, ht⟩
    exact ((occSpace_eq_iff Co Cv t).1 ht).1
  · intro hd
    exact ⟨Cv * Co⁻¹, (occSpace_eq_iff Co Cv _).2 ⟨hd, rfl⟩⟩
  · intro t ht
    obtain ⟨hd, h⟩ := (occSpace_eq_iff Co Cv t).1 ht
    refine ⟨h, fun r => ?_⟩
    rw [exp_mul_refOrbitals, h, ← slaterCoeff_mul, ← orbitals_factor Co Cv hd]

/-- If `det Co` is nonzero, the coefficient of the singly excited determinant `i → a` in the
Slater determinant of `[Co; Cv]` is `det Co` times the amplitude `(Cv Co⁻¹) a i`. -/
theorem single_excitation_coeff (Co : Matrix o o ℂ) (Cv : Matrix v o ℂ) (hd : Co.det ≠ 0)
    (i : o) (a : v) :
    slaterCoeff (fromRows Co Cv) (Function.update (Sum.inl : o → o ⊕ v) i (Sum.inr a)) =
      Co.det * (Cv * Co⁻¹) a i := by
  rw [orbitals_factor Co Cv hd, slaterCoeff_mul]
  congr 1
  generalize Cv * Co⁻¹ = t
  -- the selected rows form the unit matrix with row `i` replaced by row `a` of `t`
  have h : (thoulessOrbitals t).submatrix
      (Function.update (Sum.inl : o → o ⊕ v) i (Sum.inr a)) id =
      (1 : Matrix o o ℂ).updateRow i (t a) := by
    ext k j
    by_cases hk : k = i
    · subst hk
      simp [thoulessOrbitals]
    · simp [thoulessOrbitals, hk, Matrix.updateRow_ne]
  rw [slaterCoeff, h, ← Matrix.cramer_transpose_apply, Matrix.transpose_one,
    Matrix.cramer_one]
  rfl

/-- With at least one occupied orbital and equally many virtual ones, the orbitals `[0; 1]`, made of
virtual orbitals only, are linearly independent, yet no `[1; t]` spans their occupied space. -/
theorem no_thouless_form_of_virtual [Nonempty o] :
    Function.Injective (fromRows (0 : Matrix o o ℂ) (1 : Matrix o o ℂ)).mulVec ∧
    ¬ ∃ t : Matrix o o ℂ, occSpace (thoulessOrbitals t) =
      occSpace (fromRows (0 : Matrix o o ℂ) (1 : Matrix o o ℂ)) := by
  constructor
  · intro x y hxy
    funext i
    simpa [Matrix.fromRows_mulVec] using congrFun hxy (Sum.inr i)
  · intro h
    exact (thouless_theorem (0 : Matrix o o ℂ) (1 : Matrix o o ℂ)).1.1 h
      Matrix.det_zero

end

end ThoulessOrbitalMatrices
```

```lean
#print axioms ThoulessOrbitalMatrices.thouless_theorem
-- 'ThoulessOrbitalMatrices.thouless_theorem' depends on axioms: [propext, Classical.choice, Quot.sound]
#print axioms ThoulessOrbitalMatrices.single_excitation_coeff
-- 'ThoulessOrbitalMatrices.single_excitation_coeff' depends on axioms: [propext, Classical.choice, Quot.sound]
#print axioms ThoulessOrbitalMatrices.no_thouless_form_of_virtual
-- 'ThoulessOrbitalMatrices.no_thouless_form_of_virtual' depends on axioms: [propext, Classical.choice, Quot.sound]
```

## How the Lean statements encode spans and determinants

The types `o` and `v` are the occupied and virtual labels, and `o ⊕ v` is the full orbital basis. The type `o` also labels the columns of an orbital matrix, which is why `Co : Matrix o o ℂ` is square. The amplitude \(t_{ai}\) is `t a i`, with the virtual index first. The matrix \([C_o;C_v]\) is `fromRows Co Cv`, and `occSpace` is the range of the map that multiplies a vector by the orbital matrix.

The function `slaterCoeff` takes a matrix and a row choice `r : o → o ⊕ v`, and returns the minor. The choice is an ordered list: repeating a row gives zero, and exchanging two entries changes the sign. In `single_excitation_coeff`, orbital \(a\) occupies the slot of orbital \(i\). A code that sorts its orbital indices after an excitation must include the sign of that reordering.

The main theorem, `thouless_theorem`, has two parts. The first is the equivalence between the existence of `t` and `Co.det ≠ 0`. The second says that any `t` giving equal spans is `Cv * Co⁻¹`, and that every `slaterCoeff` of the original matrix is `Co.det` times that of the exponentially transformed reference orbitals. No orthonormality is assumed, and the coefficients may be any complex numbers.

## How the lemmas follow the block calculation

In `exp_excitation`, the step `hsq` is \(T^2=0\). The exponential series is then reduced to its first two terms, because every later power vanishes. The lemma `exp_mul_refOrbitals` applies the result to \([1;0]\) and compares the upper and lower blocks entry by entry.

The minor identity is `slaterCoeff_mul`: its step `h` says that selecting rows commutes with multiplication from the right, after which multiplicativity of the determinant finishes the proof. The factorisation \(C=[1;C_vC_o^{-1}]C_o\) is `orbitals_factor`.

The argument about spans is in `occSpace_eq_iff`. Its step `hs` proves that \(C_o\) is surjective from the upper block, and `hu` turns this into an invertible determinant. The step `key` is \(tC_oy=C_vy\) for every \(y\), and `ht` applies it to the unit vectors to obtain the matrix equation. For the converse, `le_antisymm` splits the equality of spans into two inclusions, proved with the vectors \(C_o^{-1}x\) and \(C_oy\) used above.

The proof of `thouless_theorem` combines the equivalence, the exponential identity, the factorisation and the minor identity. In `single_excitation_coeff`, the selected rows are identified with a unit matrix whose row \(i\) has been replaced; Cramer's rule for the unit matrix supplies its determinant, where the derivation above used row operations. Finally, `no_thouless_form_of_virtual` uses `o` itself as the virtual label type. It proves independence from the lower block and rules out \(t\) through the main theorem.

## Fock space, normalisation and rounding

The theorem is commonly stated for the many-body operator \(\exp\bigl(\sum_{ai}t_{ai}\,a_a^\dagger a_i\bigr)\) acting on a reference determinant. The file instead exponentiates the one-particle matrix \(T\) and takes minors of the transformed orbitals. It constructs neither Fock space nor creation and annihilation operators, so the link between the two exponentials remains a separate step. The identity \(T^2=0\) holds for the one-particle matrix; the many-body operator in the exponent does not in general square to zero, and its higher powers produce the multiply excited determinants.

The matrix \([1;t]\) generally does not have orthonormal columns, even when \(C\) does, and the Slater determinant built from it has coefficient 1 on the reference. The Cauchy–Binet formula, which lies beyond what the file proves, gives the squared norm of that Slater determinant in an orthonormal basis as \(\det(1+t^\dagger t)\). After normalisation, the reference coefficient and the coefficient of the excitation \(i\to a\) are

\[
\frac{1}{\sqrt{\det(1+t^\dagger t)}}\qquad\text{and}\qquad \frac{t_{ai}}{\sqrt{\det(1+t^\dagger t)}} .
\]

Normalising the determinant of \(C\) gives the same values up to the common phase \(\det C_o/|\det C_o|\).

The basis is finite and the arithmetic exact. A program works with rounded numbers, and the theorem gives no error bound for \(t\) when \(C_o\) is nearly singular. Nor does it say which occupied space minimises an energy: it describes a given determinant relative to a given reference, whether or not either one solves the Hartree–Fock equations.
